# An operator-norm bound for the closure approximation to a core-polarization self-energy

## Levels, projectors and couplings

Let $P_m$ be complex $d\times d$ matrices with $P_m^\dagger=P_m$, $P_m^2=P_m$ and $\sum_m P_m=1$. They project onto valence levels of real energy $e_m$. Core excitations have energies $w_n$ and coupling strengths $c_n\ge 0$. At a real energy $E$, put $x_m=E-e_m$ and

$$\Sigma(E)=\sum_{n,m}\frac{c_n\,P_m}{E-e_m-w_n},\qquad S=\sum_n\frac{c_n}{w_n}.$$

There is at least one level, and $|x_m|\le\delta<w_n$ for all $m,n$. This gap condition says that valence energy offsets are smaller than every core excitation energy. The norm $\|\cdot\|$ is the Hilbert-space operator norm, and atomic units are used.

## The static shift and its error

Closure neglects $x_m$ beside $w_n$, which turns $\Sigma(E)$ into the constant $-S$. The error satisfies

$$\|\Sigma(E)+S\,1\|\le\delta\sum_n\frac{c_n}{w_n(w_n-\delta)},$$

with equality if some $P_m\neq0$ has $x_m=\delta$.

An electron at distance $r\neq0$ produces a field of size $1/r^2$ at the core, so a transition whose dipole has real component $\mu_n$ along that field gives $c_n=\mu_n^2/r^4$. Let $\alpha=2\sum_n\mu_n^2/w_n$, the static dipole polarizability of the model core along the field. If $w_n\ge W>\delta$ for all $n$, then

$$\Big\|\Sigma(E)+\frac{\alpha}{2r^4}\,1\Big\|\le\frac{\delta}{W-\delta}\,\frac{\alpha}{2r^4}.$$

In this finite model with scalar couplings, the bound limits the error of the static polarization term that can supplement an effective core potential.

## What the Lean statements say

The types `ι`, `κ` and `d` index valence levels, core excitations and basis states; all are finite. `IsResolution` collects the three projector conditions; mutual orthogonality is not among them. `op` makes a matrix act on `EuclideanSpace ℂ d`, which fixes the norm. `selfEnergy` is the double sum, and `closure_bound`, `closure_bound_sharp` and `core_polarization` are the three results above.

The number $r$ is a fixed parameter, not a position operator, and the couplings do not mix valence levels. The form of $\Sigma(E)$ and the dipole law for $c_n$ are assumed, not derived from a many-electron Hamiltonian. There is no short-range cutoff.

## Derivation by projected components

Since $P_m$ is Hermitian and idempotent, $\langle u,P_mv\rangle=\langle P_mu,P_mv\rangle$. Summing over $m$ with $u=v$ gives $\sum_m\|P_mv\|^2=\|v\|^2$.

Let $A=\sum_m f_mP_m$ with real $|f_m|\le K$, and let $u=Av$. By Cauchy-Schwarz,

$$\|u\|^2=\sum_m f_m\langle P_mu,P_mv\rangle\le K\sum_m\|P_mu\|\,\|P_mv\|\le K\|u\|\,\|v\|.$$

Dividing by $\|u\|$ when it is nonzero gives $\|A\|\le K$.

Inserting $1=\sum_mP_m$ gives $\Sigma(E)+S\,1=\sum_mf_mP_m$, where

$$f_m=\sum_n c_n\Big(\frac1{x_m-w_n}+\frac1{w_n}\Big)=-x_m\sum_n\frac{c_n}{w_n(w_n-x_m)}.$$

Because $w_n-x_m\ge w_n-\delta>0$ and $|x_m|\le\delta$, each $|f_m|$ obeys the stated bound.

For equality, take $v\ne0$ with $P_mv=v$. The norm identity leaves nothing for the other components, so $Av=f_mv$ and $\|A\|\ge|f_m|$. At $x_m=\delta$ this is the upper bound.

For dipole couplings $S=\alpha/(2r^4)$, and $w_n-\delta\ge W-\delta$ gives the relative estimate.

## The Lean file

```lean
import Mathlib

open Finset

namespace CorePolarizationClosure

noncomputable section

variable {ι κ d : Type*} [Fintype ι] [Fintype κ] [Fintype d] [DecidableEq d]

/-- A family of Hermitian projectors that sum to the identity. -/
structure IsResolution (P : ι → Matrix d d ℂ) : Prop where
  herm : ∀ m, (P m).conjTranspose = P m
  idem : ∀ m, P m * P m = P m
  sum_one : ∑ m, P m = 1

/-- The operator on the Hilbert space `ℂ^d` given by a matrix. -/
def op (A : Matrix d d ℂ) : EuclideanSpace ℂ d →L[ℂ] EuclideanSpace ℂ d :=
  Matrix.toEuclideanCLM (n := d) (𝕜 := ℂ) A

/-- The self-energy `∑ c_n P_m / (E - e_m - w_n)` of valence levels `e_m` coupled
to core excitations `w_n` with strengths `c_n`. -/
def selfEnergy (P : ι → Matrix d d ℂ) (e : ι → ℝ) (c w : κ → ℝ) (E : ℝ) :
    Matrix d d ℂ :=
  ∑ n, ∑ m, ((c n / (E - e m - w n) : ℝ) : ℂ) • P m

/-- The closure error for a valence level at energy offset `x`. -/
def levelError (c w : κ → ℝ) (x : ℝ) : ℝ :=
  ∑ n, c n / (x - w n) + ∑ n, c n / w n

/-- The static dipole polarizability `2 ∑ μ_n² / w_n` of the core along one axis, where `μ_n` are
the transition-dipole components on that axis. -/
def polarizability (μ w : κ → ℝ) : ℝ := 2 * ∑ n, μ n ^ 2 / w n

/-- The projectors on the even and odd combinations of two orbitals resolve the identity. -/
theorem isResolution_witness :
    IsResolution (![!![1/2, 1/2; 1/2, 1/2], !![1/2, -1/2; -1/2, 1/2]] :
      Fin 2 → Matrix (Fin 2) (Fin 2) ℂ) := by
  refine ⟨fun m => ?_, fun m => ?_, ?_⟩
  · fin_cases m <;> ext i j <;> fin_cases i <;> fin_cases j <;>
      simp [Matrix.conjTranspose_apply]
  · fin_cases m <;> ext i j <;> fin_cases i <;> fin_cases j <;>
      simp [Matrix.mul_apply, Fin.sum_univ_succ] <;> norm_num
  · ext i j
    fin_cases i <;> fin_cases j <;> simp [Fin.sum_univ_succ] <;> norm_num

private lemma op_sum_apply (P : ι → Matrix d d ℂ) (f : ι → ℝ) (v : EuclideanSpace ℂ d) :
    op (∑ m, (f m : ℂ) • P m) v = ∑ m, (f m : ℂ) • op (P m) v := by
  simp only [op, map_sum, map_smul, _root_.sum_apply, _root_.smul_apply]

private lemma op_idem {P : ι → Matrix d d ℂ} (hP : IsResolution P) (m : ι)
    (v : EuclideanSpace ℂ d) : op (P m) (op (P m) v) = op (P m) v := by
  have h := congrArg (fun B => op B v) (hP.idem m)
  simp only [op, map_mul] at h
  exact h

private lemma inner_proj {P : ι → Matrix d d ℂ} (hP : IsResolution P) (m : ι)
    (u v : EuclideanSpace ℂ d) :
    inner ℂ u (op (P m) v) = inner ℂ (op (P m) u) (op (P m) v) := by
  have h1 : ContinuousLinearMap.adjoint (op (P m)) = op (P m) := by
    rw [← ContinuousLinearMap.star_eq_adjoint]
    unfold op
    rw [← map_star, Matrix.star_eq_conjTranspose, hP.herm m]
  have h2 := ContinuousLinearMap.adjoint_inner_left (op (P m)) (op (P m) v) u
  rw [h1, op_idem hP] at h2
  exact h2.symm

/-- The squared norms of the projected components of a state add up to its squared norm. -/
theorem parseval {P : ι → Matrix d d ℂ} (hP : IsResolution P) (v : EuclideanSpace ℂ d) :
    ∑ m, ‖op (P m) v‖ ^ 2 = ‖v‖ ^ 2 := by
  have hv : ∑ m, op (P m) v = v := by
    have h := congrArg (fun B => op B v) hP.sum_one
    simp only [op, map_sum, map_one, _root_.sum_apply] at h
    exact h
  have h : inner ℂ v v = ∑ m, inner ℂ (op (P m) v) (op (P m) v) := by
    calc inner ℂ v v = inner ℂ v (∑ m, op (P m) v) := by rw [hv]
      _ = _ := by
        rw [inner_sum]
        exact sum_congr rfl fun m _ => inner_proj hP m v v
  have h' := congrArg (fun z : ℂ => RCLike.re z) h
  simp only [map_sum, inner_self_eq_norm_sq] at h'
  exact h'.symm

/-- For a resolution `P` and `K ≥ 0`, the operator `∑ f_m P_m` has norm at most `K` if every `|f_m|`
is at most `K`. -/
theorem norm_sum_le {P : ι → Matrix d d ℂ} (hP : IsResolution P) {f : ι → ℝ} {K : ℝ}
    (hK : 0 ≤ K) (hf : ∀ m, |f m| ≤ K) : ‖op (∑ m, (f m : ℂ) • P m)‖ ≤ K := by
  refine ContinuousLinearMap.opNorm_le_bound _ hK fun v => ?_
  obtain ⟨u, hu⟩ : ∃ u, u = op (∑ m, (f m : ℂ) • P m) v := ⟨_, rfl⟩
  rw [← hu]
  rw [op_sum_apply] at hu
  -- Cauchy-Schwarz over the projected components
  have hS : ∑ m, ‖op (P m) u‖ * ‖op (P m) v‖ ≤ ‖u‖ * ‖v‖ := by
    have h := sum_mul_sq_le_sq_mul_sq univ (fun m => ‖op (P m) u‖) (fun m => ‖op (P m) v‖)
    rw [parseval hP, parseval hP, ← mul_pow] at h
    exact (le_abs_self _).trans (abs_le_of_sq_le_sq h (by positivity))
  have hi : inner ℂ u u = ∑ m, (f m : ℂ) * inner ℂ (op (P m) u) (op (P m) v) := by
    calc inner ℂ u u = inner ℂ u (∑ m, (f m : ℂ) • op (P m) v) := congrArg (inner ℂ u) hu
      _ = _ := by
        rw [inner_sum]
        refine sum_congr rfl fun m _ => ?_
        rw [inner_smul_right, inner_proj hP]
  have h : ‖u‖ ^ 2 ≤ K * (‖u‖ * ‖v‖) := by
    calc ‖u‖ ^ 2 ≤ ‖inner ℂ u u‖ :=
          (inner_self_eq_norm_sq (𝕜 := ℂ) u).symm.trans_le (RCLike.re_le_norm _)
      _ ≤ ∑ m, K * (‖op (P m) u‖ * ‖op (P m) v‖) := by
          rw [hi]
          refine (_root_.norm_sum_le _ _).trans (sum_le_sum fun m _ => ?_)
          rw [norm_mul, Complex.norm_real, Real.norm_eq_abs]
          exact mul_le_mul (hf m) (norm_inner_le_norm _ _) (norm_nonneg _) hK
      _ ≤ K * (‖u‖ * ‖v‖) := by
          rw [← mul_sum]
          exact mul_le_mul_of_nonneg_left hS hK
  rcases (norm_nonneg u).eq_or_lt with h0 | h0
  · rw [← h0]; positivity
  · exact le_of_mul_le_mul_left (by nlinarith [h]) h0

/-- If `P_m` is nonzero, the norm of `∑ f_k P_k` is at least `|f_m|`. -/
theorem le_norm_sum {P : ι → Matrix d d ℂ} (hP : IsResolution P) (f : ι → ℝ) {m : ι}
    (hm : P m ≠ 0) : |f m| ≤ ‖op (∑ k, (f k : ℂ) • P k)‖ := by
  classical
  obtain ⟨v, hv0, hv⟩ : ∃ v, v ≠ 0 ∧ op (P m) v = v := by
    by_contra! h
    apply hm
    apply (Matrix.toEuclideanCLM (n := d) (𝕜 := ℂ)).injective
    rw [map_zero]
    refine ContinuousLinearMap.ext fun x => ?_
    by_contra hx
    exact h (op (P m) x) hx (op_idem hP m x)
  -- a state in the range of one projector has no component in the others
  have hz : ∀ k, k ≠ m → op (P k) v = 0 := by
    intro k hk
    have h2 := add_sum_erase univ (fun k => ‖op (P k) v‖ ^ 2) (mem_univ m)
    have h3 := single_le_sum (f := fun k => ‖op (P k) v‖ ^ 2) (s := univ.erase m)
      (fun _ _ => sq_nonneg _) (mem_erase.2 ⟨hk, mem_univ k⟩)
    rw [hv, parseval hP] at h2
    have h4 : ‖op (P k) v‖ ^ 2 = 0 := le_antisymm (by linarith) (sq_nonneg _)
    exact norm_eq_zero.1 ((pow_eq_zero_iff two_ne_zero).1 h4)
  have h := (op (∑ k, (f k : ℂ) • P k)).le_opNorm v
  rw [op_sum_apply, sum_eq_single m (fun k _ hk => by rw [hz k hk, smul_zero])
    (fun h => absurd (mem_univ m) h), hv, norm_smul, Complex.norm_real,
    Real.norm_eq_abs] at h
  exact le_of_mul_le_mul_right h (norm_pos_iff.2 hv0)

private lemma levelError_eq {c w : κ → ℝ} {x : ℝ} (hw : ∀ n, 0 < w n)
    (hx : ∀ n, x < w n) : levelError c w x = -(x * ∑ n, c n / (w n * (w n - x))) := by
  rw [levelError, ← sum_add_distrib, mul_sum, ← sum_neg_distrib]
  refine sum_congr rfl fun n _ => ?_
  have h1 := (hw n).ne'
  have h2 : w n - x ≠ 0 := (sub_pos.2 (hx n)).ne'
  rw [show x - w n = -(w n - x) by ring, div_neg]
  field_simp
  ring

private lemma selfEnergy_add {P : ι → Matrix d d ℂ} (hP : IsResolution P) (e : ι → ℝ)
    (c w : κ → ℝ) (E : ℝ) :
    selfEnergy P e c w E + ((∑ n, c n / w n : ℝ) : ℂ) • (1 : Matrix d d ℂ)
      = ∑ m, ((levelError c w (E - e m) : ℝ) : ℂ) • P m := by
  rw [← hP.sum_one, smul_sum, selfEnergy, sum_comm, ← sum_add_distrib]
  refine sum_congr rfl fun m _ => ?_
  rw [← sum_smul, ← add_smul]
  simp only [levelError, Complex.ofReal_add, Complex.ofReal_sum]

/-- Replacing the self-energy by the energy-independent shift `-∑ c_n / w_n` makes an
error of operator norm at most `δ ∑ c_n / (w_n (w_n - δ))`. -/
theorem closure_bound [Nonempty ι] {P : ι → Matrix d d ℂ} (hP : IsResolution P)
    {e : ι → ℝ} {c w : κ → ℝ} {E δ : ℝ} (hc : ∀ n, 0 ≤ c n) (hw : ∀ n, δ < w n)
    (he : ∀ m, |E - e m| ≤ δ) :
    ‖op (selfEnergy P e c w E + ((∑ n, c n / w n : ℝ) : ℂ) • (1 : Matrix d d ℂ))‖
      ≤ δ * ∑ n, c n / (w n * (w n - δ)) := by
  have hδ : 0 ≤ δ := (abs_nonneg _).trans (he (Classical.arbitrary ι))
  have hw0 : ∀ n, 0 < w n := fun n => hδ.trans_lt (hw n)
  have hpos : ∀ x, x ≤ δ → ∀ n, 0 < w n * (w n - x) := fun x hx n =>
    mul_pos (hw0 n) (by linarith [hw n])
  rw [selfEnergy_add hP]
  refine norm_sum_le hP (mul_nonneg hδ (sum_nonneg fun n _ =>
    div_nonneg (hc n) (hpos δ le_rfl n).le)) fun m => ?_
  have hx : E - e m ≤ δ := (le_abs_self _).trans (he m)
  have hs : 0 ≤ ∑ n, c n / (w n * (w n - (E - e m))) :=
    sum_nonneg fun n _ => div_nonneg (hc n) (hpos _ hx n).le
  rw [levelError_eq hw0 (fun n => hx.trans_lt (hw n)), abs_neg, abs_mul, abs_of_nonneg hs]
  refine mul_le_mul (he m) (sum_le_sum fun n _ => ?_) hs hδ
  exact div_le_div_of_nonneg_left (hc n) (hpos δ le_rfl n)
    (mul_le_mul_of_nonneg_left (by linarith) (hw0 n).le)

/-- The closure bound is an equality when a level with nonzero projector lies exactly
`δ` below `E`. -/
theorem closure_bound_sharp {P : ι → Matrix d d ℂ} (hP : IsResolution P)
    {e : ι → ℝ} {c w : κ → ℝ} {E δ : ℝ} (hc : ∀ n, 0 ≤ c n) (hw : ∀ n, δ < w n)
    (he : ∀ m, |E - e m| ≤ δ) {m : ι} (hm : P m ≠ 0) (hEm : E - e m = δ) :
    ‖op (selfEnergy P e c w E + ((∑ n, c n / w n : ℝ) : ℂ) • (1 : Matrix d d ℂ))‖
      = δ * ∑ n, c n / (w n * (w n - δ)) := by
  have : Nonempty ι := ⟨m⟩
  have hδ : 0 ≤ δ := (abs_nonneg _).trans (he m)
  refine le_antisymm (closure_bound hP hc hw he) ?_
  rw [selfEnergy_add hP]
  have h := le_norm_sum hP (fun k => levelError c w (E - e k)) hm
  rw [hEm] at h
  have h1 := levelError_eq (c := c) (fun n => hδ.trans_lt (hw n)) hw
  linarith [neg_le_abs (levelError c w δ)]

/-- For dipole couplings `c_n = μ_n² / r⁴` and core excitations of at least `W`, the
self-energy equals `-α / (2 r⁴)` up to a relative error of at most `δ / (W - δ)`. -/
theorem core_polarization [Nonempty ι] {P : ι → Matrix d d ℂ} (hP : IsResolution P)
    {e : ι → ℝ} {c μ w : κ → ℝ} {E δ W r : ℝ} (hr : r ≠ 0)
    (hc : ∀ n, c n * r ^ 4 = μ n ^ 2) (hW : δ < W) (hw : ∀ n, W ≤ w n)
    (he : ∀ m, |E - e m| ≤ δ) :
    ‖op (selfEnergy P e c w E
        + ((polarizability μ w / (2 * r ^ 4) : ℝ) : ℂ) • (1 : Matrix d d ℂ))‖
      ≤ δ / (W - δ) * (polarizability μ w / (2 * r ^ 4)) := by
  have hδ : 0 ≤ δ := (abs_nonneg _).trans (he (Classical.arbitrary ι))
  have hw0 : ∀ n, 0 < w n := fun n => by linarith [hw n]
  have hc' : ∀ n, c n = μ n ^ 2 / r ^ 4 := fun n =>
    eq_div_of_mul_eq (pow_ne_zero 4 hr) (hc n)
  have hc0 : ∀ n, 0 ≤ c n := fun n => by rw [hc' n]; positivity
  -- the static shift is the polarization potential
  have hα : polarizability μ w / (2 * r ^ 4) = ∑ n, c n / w n := by
    rw [polarizability, mul_sum, sum_div]
    refine sum_congr rfl fun n _ => ?_
    have h1 := (hw0 n).ne'
    rw [hc' n]
    field_simp
  rw [hα]
  refine (closure_bound hP hc0 (fun n => hW.trans_le (hw n)) he).trans ?_
  rw [div_mul_eq_mul_div, mul_div_assoc, sum_div]
  refine mul_le_mul_of_nonneg_left (sum_le_sum fun n _ => ?_) hδ
  rw [← div_div]
  exact div_le_div_of_nonneg_left (div_nonneg (hc0 n) (hw0 n).le) (sub_pos.2 hW)
    (by linarith [hw n])

end

end CorePolarizationClosure
```

```lean
#print axioms CorePolarizationClosure.closure_bound
-- 'CorePolarizationClosure.closure_bound' depends on axioms: [propext, Classical.choice, Quot.sound]
#print axioms CorePolarizationClosure.closure_bound_sharp
-- 'CorePolarizationClosure.closure_bound_sharp' depends on axioms: [propext, Classical.choice, Quot.sound]
#print axioms CorePolarizationClosure.core_polarization
-- 'CorePolarizationClosure.core_polarization' depends on axioms: [propext, Classical.choice, Quot.sound]
```

## How the proof follows the derivation

`inner_proj` moves a projector across the inner product, and `parseval` sums the result. In `norm_sum_le`, `opNorm_le_bound` reduces the claim to one vector, `sum_mul_sq_le_sq_mul_sq` supplies Cauchy-Schwarz, and the final case split treats $u=0$ separately.

`le_norm_sum` finds the fixed vector by contradiction: every $P_mx$ is fixed by $P_m$, so if no nonzero vector were fixed, $P_m$ would vanish.

`selfEnergy_add` inserts the resolution of the identity, and `levelError_eq` combines the fractions with `field_simp` and `ring`. `closure_bound` then compares denominators term by term. `closure_bound_sharp` joins the upper and lower bounds, and `core_polarization` substitutes the dipole couplings. `isResolution_witness` checks a non-diagonal example, the even and odd combinations of two orbitals.

## Keeping the linear energy term

With $H=\sum_me_mP_m$, expanding one order further gives, by the same argument,

$$\Big\|\Sigma(E)+S\,1+\sum_n\frac{c_n}{w_n^2}\,(E\,1-H)\Big\|\le\delta^2\sum_n\frac{c_n}{w_n^2(w_n-\delta)}.$$

This second-order estimate is derived here by hand and is absent from the file.
